# The square and cube of L·S for orbital angular momentum 1 and spin 1

The declaration `coupling_powers` concerns the operator X = L·S, in units of ħ² and without a coupling constant, on the nine-dimensional product of an orbital space with l = 1 and a spin space with s = 1. It states that X² = 1 + K and X³ = 2 + X − 2X², where K has the matrix elements δ_ab δ_cd in the Cartesian product basis. The vector δ_ab behind K is not normalised: its squared norm is 3, so K is three times a projector. The proof writes X as the exchange of the two indices minus K, works out the products of these two operators, among them K² = 3K, and obtains both identities by linear algebra.

The failing Lean file:

```lean
import Mathlib

open Matrix
open scoped Kronecker

namespace CouplingPowers

noncomputable section

/-- The three spin-1 matrices in the Cartesian basis, in units of ħ. -/
def spin : Fin 3 → Matrix (Fin 3) (Fin 3) ℂ :=
  ![!![0, 0, 0; 0, 0, -Complex.I; 0, Complex.I, 0],
    !![0, 0, Complex.I; 0, 0, 0; -Complex.I, 0, 0],
    !![0, -Complex.I, 0; Complex.I, 0, 0; 0, 0, 0]]

/-- The spin-orbit coupling `X = L·S` on the product of the orbital and the spin space. -/
def coupling : Matrix (Fin 3 × Fin 3) (Fin 3 × Fin 3) ℂ :=
  ∑ k, (spin k ⊗ₖ (1 : Matrix (Fin 3) (Fin 3) ℂ)) * ((1 : Matrix (Fin 3) (Fin 3) ℂ) ⊗ₖ spin k)

/-- The Kronecker delta of the two Cartesian indices of a product state. -/
def delta (p : Fin 3 × Fin 3) : ℂ := if p.1 = p.2 then 1 else 0

/-- The operator that exchanges the orbital and the spin index. -/
def exchange : Matrix (Fin 3 × Fin 3) (Fin 3 × Fin 3) ℂ :=
  Matrix.of fun p q => if p.swap = q then 1 else 0

/-- The operator that contracts the two indices and multiplies by the Kronecker delta. -/
def contraction : Matrix (Fin 3 × Fin 3) (Fin 3 × Fin 3) ℂ :=
  Matrix.of fun p q => delta p * delta q

/-- In the Cartesian basis `L·S` is the exchange of the two indices minus their contraction. -/
theorem coupling_eq : coupling = exchange - contraction := by
  unfold coupling
  simp only [← Matrix.mul_kronecker_mul, mul_one, one_mul]
  rw [Fin.sum_univ_three]
  ext ⟨a, b⟩ ⟨c, d⟩
  fin_cases a <;> fin_cases b <;> fin_cases c <;> fin_cases d <;>
    simp [spin, exchange, contraction, delta]

/-- The square of `L·S` is the identity plus the contraction, and `X³ = 2 + X - 2 X²`. -/
theorem coupling_powers :
    coupling * coupling = 1 + contraction ∧
    coupling * (coupling * coupling)
      = (2 : ℂ) • 1 + coupling - (2 : ℂ) • (coupling * coupling) := by
  have hK : ∀ p q, contraction p q = delta p * delta q := fun _ _ => rfl
  have hd : ∀ p : Fin 3 × Fin 3, delta p.swap = delta p := by
    intro p
    by_cases h : p.1 = p.2
    · simp [delta, h]
    · simp [delta, h, Ne.symm h]
  have hP : ∀ (M : Matrix (Fin 3 × Fin 3) (Fin 3 × Fin 3) ℂ) p q,
      (exchange * M) p q = M p.swap q := by
    intro M p q
    simp only [Matrix.mul_apply, exchange, Matrix.of_apply, ite_mul, one_mul, zero_mul,
      Finset.sum_ite_eq, Finset.mem_univ, if_true]
  -- the algebra of exchange and contraction
  have hPP : exchange * exchange = 1 := by
    ext p q
    rw [hP]
    simp [exchange, Matrix.one_apply]
  have hPK : exchange * contraction = contraction := by
    ext p q
    rw [hP, hK, hK, hd]
  have hKP : contraction * exchange = contraction := by
    ext p q
    rw [Matrix.mul_apply, Finset.sum_eq_single q.swap]
    · simp [exchange, hK, hd]
    · intro j _ hj
      have hne : j.swap ≠ q := fun h => hj (by rw [← h, Prod.swap_swap])
      simp [exchange, hne]
    · simp
  have hKK : contraction * contraction = (3 : ℂ) • contraction := by
    have hs : ∑ j, delta j * delta j = 3 := by
      simp [delta, Fintype.sum_prod_type, Fin.sum_univ_three]
      norm_num
    ext p q
    rw [Matrix.mul_apply, Matrix.smul_apply, smul_eq_mul, hK, ← hs, Finset.sum_mul]
    refine Finset.sum_congr rfl fun j _ => ?_
    rw [hK, hK]
    ring
  have hsq : coupling * coupling = 1 + contraction := by
    rw [coupling_eq, mul_sub, sub_mul, sub_mul, hPP, hPK, hKP, hKK]
    module
  have hXK : coupling * contraction = (-2 : ℂ) • contraction := by
    rw [coupling_eq, sub_mul, hPK, hKK]
    module
  refine ⟨hsq, ?_⟩
  rw [hsq, mul_add, mul_one, hXK]
  module

end

end CouplingPowers
```

Compiling this gives:

```
Main.lean:75:6: error: No goals to be solved
Main.lean:74:42: warning: This simp argument is unused:
  Fin.sum_univ_three

Hint: Omit it from the simp argument list.
  [apply] simp [delta, Fintype.sum_prod_type]

Note: This linter can be disabled with `set_option linter.unusedSimpArgs false`
```

What went wrong. The error is in the auxiliary fact `hs`, which says that the sum of `delta j * delta j` over all nine index pairs is 3, and which is used to prove K² = 3K. The call to `simp` already proves this completely, so the `norm_num` after it has nothing to work on, and Lean reports "No goals to be solved". Deleting `norm_num` cures the error.

The warning says that `simp` never used `Fin.sum_univ_three`, the lemma that writes a sum over `Fin 3` as three explicit terms. The sum is therefore evaluated without that expansion, and no numerical sum is left over for `norm_num` to finish. Removing the lemma from the `simp` call is mere tidying: it silences the warning and has no part in curing the error.

Fix (accepted with no message):

```diff
@@ -72,6 +72,5 @@
   have hKK : contraction * contraction = (3 : ℂ) • contraction := by
     have hs : ∑ j, delta j * delta j = 3 := by
-      simp [delta, Fintype.sum_prod_type, Fin.sum_univ_three]
-      norm_num
+      simp [delta, Fintype.sum_prod_type]
     ext p q
     rw [Matrix.mul_apply, Matrix.smul_apply, smul_eq_mul, hK, ← hs, Finset.sum_mul]
```
